# The Gaussian average of exp(-g x⁴): a series that diverges for every real g ≠ 0, with a truncation bound for g ≥ 0

Q: To evaluate the average of exp(-g x⁴) over a unit Gaussian at weak coupling g, I expand in g, add terms while they shrink, and stop just before the smallest. At g = 0.01 the smallest term is that of order 7, about 4.2 × 10⁻⁴ in size, so I keep orders 0 to 6. What entitles me to quote that number as an error bar?

A: A bound proved for every g ≥ 0 and every cut-off N: the sum of the first N terms misses the true average by at most the size of the term of order N. Your rule picks the N with the smallest bound. It need not pick the N with the smallest actual error.

Q: Is the series defined from the integral, or is a convenient formula simply declared to be the series?

A: From the integral. With the density

w(x) = exp(-x²/2)/√(2π),

the average of f is ∫ f(x) w(x) dx over the real line, and the term of order n is

t(n) = average of (-g x⁴)ⁿ/n!.

In the code these are `gaussianWeight`, `gaussianAverage` and `quarticTerm`. `truncExp N y` holds the first N terms of exp(-y), orders 0 to N-1.

```lean
import Mathlib

open MeasureTheory Filter Topology
open scoped Nat Real

namespace QuarticPerturbationSeries

noncomputable section

/-- The normalised Gaussian density of unit variance. -/
def gaussianWeight (x : ℝ) : ℝ := Real.exp (-x ^ 2 / 2) / √(2 * π)

/-- The average of an observable `f` over the Gaussian density. -/
def gaussianAverage (f : ℝ → ℝ) : ℝ := ∫ x, f x * gaussianWeight x

/-- The term of order `n` in the formal expansion of the average of `exp (-g x⁴)`. -/
def quarticTerm (g : ℝ) (n : ℕ) : ℝ :=
  gaussianAverage (fun x => (-(g * x ^ 4)) ^ n / (n ! : ℝ))

/-- The first `N` terms of the power series of `exp (-y)`. -/
def truncExp (N : ℕ) (y : ℝ) : ℝ := ∑ n ∈ Finset.range N, (-y) ^ n / (n ! : ℝ)
```

Q: Then the closed form has to be earned. How do you get the moments?

A: Write m(k) for the average of xᵏ. Since w′ = -x w,

d/dx [xᵏ⁺¹ w] = (k+1) xᵏ w - xᵏ⁺² w.

The left side integrates to zero over the line, so

m(k+2) = (k+1) m(k).

`integrable_moment` supplies the convergence of every integral involved. In `moment_recursion`, `hd` is the derivative above, and `h0` says that its integral vanishes.

```lean
/-- Every power of `x` is integrable against the Gaussian density. -/
theorem integrable_moment (k : ℕ) : Integrable (fun x : ℝ => x ^ k * gaussianWeight x) := by
  have hk : (0 : ℝ) ≤ k := Nat.cast_nonneg k
  have h := integrable_rpow_mul_exp_neg_mul_sq (b := 1 / 2) (by norm_num)
    (s := (k : ℝ)) (by linarith)
  refine (h.div_const (√(2 * π))).congr (Eventually.of_forall fun x => ?_)
  simp only [gaussianWeight, Real.rpow_natCast]
  rw [show -(1 / 2 : ℝ) * x ^ 2 = -x ^ 2 / 2 by ring, mul_div_assoc]

/-- The Gaussian moment of order `k + 2` is `k + 1` times the moment of order `k`. -/
theorem moment_recursion (k : ℕ) :
    gaussianAverage (fun x => x ^ (k + 2)) = (k + 1) * gaussianAverage (fun x => x ^ k) := by
  have hw : ∀ x, HasDerivAt gaussianWeight (-x * gaussianWeight x) x := by
    intro x
    have h1 : HasDerivAt (fun y : ℝ => -y ^ 2 / 2) (-x) x :=
      (((hasDerivAt_pow 2 x).fun_neg).div_const 2).congr_deriv (by norm_num; ring)
    exact (h1.exp.div_const (√(2 * π))).congr_deriv (by unfold gaussianWeight; ring)
  have hd : ∀ x, HasDerivAt (fun y => y ^ (k + 1) * gaussianWeight y)
      (((k : ℝ) + 1) * (x ^ k * gaussianWeight x) - x ^ (k + 2) * gaussianWeight x) x := by
    intro x
    refine ((hasDerivAt_pow (k + 1) x).fun_mul (hw x)).congr_deriv ?_
    simp only [add_tsub_cancel_right]
    push_cast
    ring
  -- the integral of a total derivative vanishes
  have h0 := integral_eq_zero_of_hasDerivAt_of_integrable hd
    (((integrable_moment k).const_mul _).sub (integrable_moment (k + 2)))
    (integrable_moment (k + 1))
  rw [integral_sub ((integrable_moment k).const_mul _) (integrable_moment (k + 2)),
    integral_const_mul] at h0
  simp only [gaussianAverage]
  linarith
```

Start from m(0) = 1, the Gaussian integral. If m(2k) = (2k)!/(2ᵏ k!), then

m(2k+2) = (2k+1) (2k)!/(2ᵏ k!) = (2k+2)!/(2ᵏ⁺¹ (k+1)!),

because (2k+2)! = 2(k+1)(2k+1)(2k)!. That is the induction in `even_moment`. Putting k = 2n gives `quartic_moment`:

m(4n) = (4n)!/(4ⁿ (2n)!).

```lean
/-- The Gaussian average of `x ^ (2k)` is `(2k)! / (2 ^ k k!)`. -/
theorem even_moment (k : ℕ) :
    gaussianAverage (fun x => x ^ (2 * k)) = ((2 * k)! : ℝ) / (2 ^ k * (k ! : ℝ)) := by
  induction k with
  | zero =>
    have h : ∫ x, gaussianWeight x = 1 := by
      have e : ∀ x, gaussianWeight x = Real.exp (-(1 / 2) * x ^ 2) / √(2 * π) := by
        intro x
        rw [gaussianWeight, show -(1 / 2 : ℝ) * x ^ 2 = -x ^ 2 / 2 by ring]
      simp_rw [e]
      rw [integral_div, integral_gaussian, show π / (1 / 2) = 2 * π by ring]
      exact div_self (by positivity)
    simp [gaussianAverage, h]
  | succ k ih =>
    have h1 : (2 * k + 2)! = (2 * k + 2) * (2 * k + 1)! := Nat.factorial_succ (2 * k + 1)
    have h2 : (2 * k + 1)! = (2 * k + 1) * (2 * k)! := Nat.factorial_succ (2 * k)
    have hk : (k ! : ℝ) ≠ 0 := Nat.cast_ne_zero.2 (Nat.factorial_ne_zero k)
    rw [show 2 * (k + 1) = 2 * k + 2 by ring, moment_recursion, ih, h1, h2,
      Nat.factorial_succ k, pow_succ]
    push_cast
    field_simp

/-- The Gaussian average of `x ^ (4n)` is `(4n)! / (4 ^ n (2n)!)`. -/
theorem quartic_moment (n : ℕ) :
    gaussianAverage (fun x => x ^ (4 * n)) = ((4 * n)! : ℝ) / (4 ^ n * ((2 * n)! : ℝ)) := by
  have h := even_moment (2 * n)
  have e : (2 : ℝ) ^ (2 * n) = 4 ^ n := by rw [pow_mul]; norm_num
  rw [show 2 * (2 * n) = 4 * n by ring, e] at h
  exact h
```

Q: And the divergence?

A: Pulling the constant (-g)ⁿ/n! out of the average gives

t(n) = (-g)ⁿ (4n)!/(4ⁿ (2n)! n!).

In the ratio of successive terms most factors cancel:

t(n+1)/t(n) = -g (4n+1)(4n+3)/(n+1) for g ≠ 0.

The fraction is at least n+1, since 16n² + 16n + 3 ≥ (n+1)². Starting from t(0) = 1, induction yields

|t(n)| ≥ |g|ⁿ n!.

In `factorial_growth`, `hrec` is the ratio written as a product, so that it also holds at g = 0, and `hr` is the inequality.

```lean
/-- The term of order `n` equals `(-g) ^ n (4n)! / (4 ^ n (2n)! n!)`. -/
theorem quarticTerm_eq (g : ℝ) (n : ℕ) :
    quarticTerm g n = (-g) ^ n * ((4 * n)! : ℝ) / (4 ^ n * ((2 * n)! : ℝ) * (n ! : ℝ)) := by
  have e : (fun x : ℝ => (-(g * x ^ 4)) ^ n / (n ! : ℝ)) =
      fun x => ((-g) ^ n / (n ! : ℝ)) * x ^ (4 * n) := by
    funext x
    rw [← neg_mul, mul_pow, ← pow_mul]
    ring
  have h := quartic_moment n
  simp only [gaussianAverage] at h
  rw [quarticTerm, e]
  simp only [gaussianAverage, mul_assoc, integral_const_mul]
  rw [h]
  ring

/-- The term of order `n` is at least `|g| ^ n n!` in absolute value. -/
theorem factorial_growth (g : ℝ) (n : ℕ) : |g| ^ n * (n ! : ℝ) ≤ |quarticTerm g n| := by
  induction n with
  | zero => rw [quarticTerm_eq]; simp
  | succ n ih =>
    -- ratio of successive terms
    have hrec : quarticTerm g (n + 1) =
        -g * ((4 * n + 1) * (4 * n + 3) / (n + 1)) * quarticTerm g n := by
      have h4 : (4 * (n + 1))! =
          (4 * n + 4) * ((4 * n + 3) * ((4 * n + 2) * ((4 * n + 1) * (4 * n)!))) := by
        rw [show 4 * (n + 1) = 4 * n + 1 + 1 + 1 + 1 by ring, Nat.factorial_succ,
          Nat.factorial_succ, Nat.factorial_succ, Nat.factorial_succ]
      have h2 : (2 * (n + 1))! = (2 * n + 2) * ((2 * n + 1) * (2 * n)!) := by
        rw [show 2 * (n + 1) = 2 * n + 1 + 1 by ring, Nat.factorial_succ,
          Nat.factorial_succ]
      rw [quarticTerm_eq, quarticTerm_eq, h4, h2, Nat.factorial_succ n, pow_succ, pow_succ]
      push_cast
      field_simp
      ring
    have hr : (n : ℝ) + 1 ≤ (4 * n + 1) * (4 * n + 3) / (n + 1) := by
      rw [le_div_iff₀ (by positivity)]
      nlinarith [Nat.cast_nonneg (α := ℝ) n, sq_nonneg (n : ℝ)]
    calc |g| ^ (n + 1) * ((n + 1)! : ℝ) = |g| * (n + 1) * (|g| ^ n * (n ! : ℝ)) := by
          rw [Nat.factorial_succ]; push_cast; ring
      _ ≤ |g| * ((4 * n + 1) * (4 * n + 3) / (n + 1)) * |quarticTerm g n| := by gcongr
      _ = |quarticTerm g (n + 1)| := by
          rw [hrec, abs_mul, abs_mul, abs_neg,
            abs_of_nonneg (a := (4 * (n : ℝ) + 1) * (4 * n + 3) / (n + 1)) (by positivity)]
```

For g ≠ 0 the lower bound tends to infinity, because its reciprocal |g|⁻ⁿ/n! tends to zero. If the partial sums had a limit, the difference of neighbouring sums, which is t(n), would tend to zero. The two are incompatible.

Q: "Not summable" in Lean concerns sums taken in any order. My series is summed order by order, and for g > 0 its signs alternate. Could it converge conditionally?

A: No, and the theorem says so separately. Its first half denies `Summable`; its second half denies that the ordered partial sums approach any real number `L`. The proof establishes the second half and deduces the first.

```lean
/-- For every nonzero real coupling the expansion is not summable, and its partial sums,
taken order by order, have no limit. -/
theorem perturbation_series_diverges {g : ℝ} (hg : g ≠ 0) :
    ¬ Summable (quarticTerm g) ∧
      ¬ ∃ L, Tendsto (fun N => ∑ n ∈ Finset.range N, quarticTerm g n) atTop (𝓝 L) := by
  have hgrow : Tendsto (fun n => |quarticTerm g n|) atTop atTop := by
    refine tendsto_atTop.2 fun C => ?_
    have hC : 0 < |C| + 1 := by positivity
    have h := FloorSemiring.tendsto_pow_div_factorial_atTop (|g|⁻¹)
    filter_upwards [h.eventually_lt_const (inv_pos.2 hC)] with n hn
    have hM : 0 < |g| ^ n * (n ! : ℝ) := by positivity
    have e : |g|⁻¹ ^ n / (n ! : ℝ) = (|g| ^ n * (n ! : ℝ))⁻¹ := by
      rw [inv_pow, mul_inv, div_eq_mul_inv]
    rw [e] at hn
    linarith [(inv_lt_inv₀ hM hC).1 hn, factorial_growth g n, le_abs_self C]
  have hlim : ¬ ∃ L, Tendsto (fun N => ∑ n ∈ Finset.range N, quarticTerm g n)
      atTop (𝓝 L) := by
    rintro ⟨L, hL⟩
    -- convergence would force the terms to zero
    have h1 := (hL.comp (tendsto_add_atTop_nat 1)).sub hL
    have h2 : Tendsto (fun n => quarticTerm g n) atTop (𝓝 0) := by
      simpa [Function.comp_def, Finset.sum_range_succ] using h1
    exact not_tendsto_atTop_of_tendsto_nhds h2.abs hgrow
  exact ⟨fun hs => hlim ⟨_, hs.hasSum.tendsto_sum_nat⟩, hlim⟩
```

Q: For g < 0 the average of exp(-g x⁴) is itself infinite. Does the theorem still mean anything there?

A: Yes, because it mentions only the terms, and each of those is a finite moment. The error bound does mention the full average, and Lean would assign the value 0 to a divergent integral, so the condition g ≥ 0 matters there. Physically it says that the quartic potential does not pull the variable off to infinity.

Q: Then how can a divergent series come with an error bound?

A: The bound is first proved at fixed x, where the exponential series does converge. For y ≥ 0, let T(N,y) be the first N terms of exp(-y), and define the signed remainder

R(N,y) = (-1)ᴺ [exp(-y) - T(N,y)].

R(0,y) = exp(-y) is positive. The y-derivative of T(N+1,y) is -T(N,y), so the y-derivative of R(N+1,y) is R(N,y). Also R(N+1,0) = 0. If R(N,y) ≥ 0 for all y ≥ 0, then R(N+1,y) rises from zero and is nonnegative too. Moving one term across gives

R(N+1,y) = yᴺ/N! - R(N,y),

and therefore 0 ≤ R(N,y) ≤ yᴺ/N!. In `remainder_sign`, `hF` is the derivative relation and `mono` the monotonicity; `truncation_error` uses two consecutive signs.

```lean
/-- For `y ≥ 0` the remainder of the series of `exp (-y)` after `N` terms has the
sign `(-1) ^ N` or vanishes. -/
theorem remainder_sign (N : ℕ) :
    ∀ y : ℝ, 0 ≤ y → 0 ≤ (-1 : ℝ) ^ N * (Real.exp (-y) - truncExp N y) := by
  have hT : ∀ (N : ℕ) (y : ℝ), HasDerivAt (truncExp (N + 1)) (-truncExp N y) y := by
    intro N y
    induction N with
    | zero =>
      have e : truncExp (0 + 1) = fun _ => (1 : ℝ) := by funext z; simp [truncExp]
      rw [e]
      exact (hasDerivAt_const y (1 : ℝ)).congr_deriv (by simp [truncExp])
    | succ N ih =>
      have ht : HasDerivAt (fun z : ℝ => (-z) ^ (N + 1) / ((N + 1)! : ℝ))
          (-((-y) ^ N / (N ! : ℝ))) y := by
        refine ((((hasDerivAt_id' y).fun_neg).fun_pow (N + 1)).div_const _).congr_deriv ?_
        rw [Nat.factorial_succ, add_tsub_cancel_right]
        push_cast
        field_simp
      have e : truncExp (N + 1 + 1) =
          fun z => truncExp (N + 1) z + (-z) ^ (N + 1) / ((N + 1)! : ℝ) :=
        funext fun z => Finset.sum_range_succ _ _
      have e' : truncExp (N + 1) y = truncExp N y + (-y) ^ N / (N ! : ℝ) :=
        Finset.sum_range_succ _ _
      rw [e]
      exact (ih.fun_add ht).congr_deriv (by rw [e']; ring)
  induction N with
  | zero => intro y _; simp [truncExp, Real.exp_nonneg]
  | succ N ih =>
    intro y hy
    -- each signed remainder is an antiderivative of the previous one
    have hF : ∀ z, HasDerivAt
        (fun z => (-1 : ℝ) ^ (N + 1) * (Real.exp (-z) - truncExp (N + 1) z))
        ((-1 : ℝ) ^ N * (Real.exp (-z) - truncExp N z)) z := fun z =>
      ((((hasDerivAt_id' z).fun_neg.exp).fun_sub (hT N z)).const_mul _).congr_deriv (by ring)
    have mono := monotoneOn_of_deriv_nonneg (convex_Ici (0 : ℝ))
      (fun z _ => (hF z).continuousAt.continuousWithinAt)
      (fun z _ => (hF z).differentiableAt.differentiableWithinAt)
      (fun z hz => by rw [(hF z).deriv]; exact ih z (interior_subset hz))
    have h0 : truncExp (N + 1) 0 = 1 := by simp [truncExp, Finset.sum_range_succ']
    have h1 : (-1 : ℝ) ^ (N + 1) * (Real.exp (-0) - truncExp (N + 1) 0) = 0 := by
      rw [h0]; simp
    exact h1.symm.le.trans (mono (Set.mem_Ici.2 le_rfl) (Set.mem_Ici.2 hy) hy)

/-- For `y ≥ 0` the series of `exp (-y)` cut after `N` terms errs by at most `y ^ N / N!`. -/
theorem truncation_error (N : ℕ) {y : ℝ} (hy : 0 ≤ y) :
    |Real.exp (-y) - truncExp N y| ≤ y ^ N / (N ! : ℝ) := by
  have h0 := remainder_sign N y hy
  have h1 := remainder_sign (N + 1) y hy
  have hs : (-1 : ℝ) ^ N * (-y) ^ N = y ^ N := by rw [← mul_pow, neg_one_mul, neg_neg]
  have e' : truncExp (N + 1) y = truncExp N y + (-y) ^ N / (N ! : ℝ) :=
    Finset.sum_range_succ _ _
  have e : (-1 : ℝ) ^ (N + 1) * (Real.exp (-y) - truncExp (N + 1) y) =
      y ^ N / (N ! : ℝ) - (-1 : ℝ) ^ N * (Real.exp (-y) - truncExp N y) := by
    rw [e', pow_succ]
    linear_combination (1 / (N ! : ℝ)) * hs
  have ha : |Real.exp (-y) - truncExp N y| =
      (-1 : ℝ) ^ N * (Real.exp (-y) - truncExp N y) := by
    rw [← abs_of_nonneg h0, abs_mul, abs_pow, abs_neg, abs_one, one_pow, one_mul]
  linarith
```

Now set y = g x⁴ and average. The left side becomes the error of the partial sum, and the right side becomes

gᴺ m(4N)/N! = gᴺ (4N)!/(4ᴺ (2N)! N!) = |t(N)|.

In `asymptotic_error`, `hTs` identifies the averaged polynomial with the partial sum, `hE` shows that the full average converges, and `hb` is the pointwise bound to be integrated.

```lean
/-- For `g ≥ 0` the average of `exp (-g x⁴)` differs from the sum of the first `N` terms
by at most `g ^ N (4N)! / (4 ^ N (2N)! N!)`. -/
theorem asymptotic_error {g : ℝ} (hg : 0 ≤ g) (N : ℕ) :
    |gaussianAverage (fun x => Real.exp (-(g * x ^ 4))) -
        ∑ n ∈ Finset.range N, quarticTerm g n| ≤
      g ^ N * ((4 * N)! : ℝ) / (4 ^ N * ((2 * N)! : ℝ) * (N ! : ℝ)) := by
  have w0 : ∀ x, 0 ≤ gaussianWeight x := fun x => by unfold gaussianWeight; positivity
  have hint : ∀ n : ℕ, Integrable
      (fun x : ℝ => (-(g * x ^ 4)) ^ n / (n ! : ℝ) * gaussianWeight x) := fun n => by
    refine ((integrable_moment (4 * n)).const_mul ((-g) ^ n / (n ! : ℝ))).congr
      (Eventually.of_forall fun x => ?_)
    simp only []
    rw [← neg_mul, mul_pow, ← pow_mul]
    ring
  have hTi : Integrable (fun x : ℝ => truncExp N (g * x ^ 4) * gaussianWeight x) := by
    simp only [truncExp, Finset.sum_mul]
    exact MeasureTheory.integrable_finsetSum _ (fun n _ => hint n)
  have hTs : ∫ x : ℝ, truncExp N (g * x ^ 4) * gaussianWeight x =
      ∑ n ∈ Finset.range N, quarticTerm g n := by
    simp only [truncExp, Finset.sum_mul]
    rw [MeasureTheory.integral_finsetSum _ (fun n _ => hint n)]
    rfl
  have hE : Integrable (fun x : ℝ => Real.exp (-(g * x ^ 4)) * gaussianWeight x) := by
    have hw : Integrable gaussianWeight := by simpa using integrable_moment 0
    refine hw.mono' (Continuous.aestronglyMeasurable (by unfold gaussianWeight; fun_prop))
      (Eventually.of_forall fun x => ?_)
    rw [Real.norm_of_nonneg (mul_nonneg (Real.exp_nonneg _) (w0 x))]
    have hx : 0 ≤ g * x ^ 4 := by positivity
    exact mul_le_of_le_one_left (w0 x) (Real.exp_le_one_iff.2 (by linarith))
  -- average the pointwise truncation error
  have hb : ∀ x : ℝ, ‖Real.exp (-(g * x ^ 4)) * gaussianWeight x -
      truncExp N (g * x ^ 4) * gaussianWeight x‖ ≤
      g ^ N / (N ! : ℝ) * (x ^ (4 * N) * gaussianWeight x) := fun x => by
    rw [← sub_mul, norm_mul, Real.norm_of_nonneg (w0 x), Real.norm_eq_abs]
    refine (mul_le_mul_of_nonneg_right
      (truncation_error N (y := g * x ^ 4) (by positivity)) (w0 x)).trans_eq ?_
    rw [mul_pow, ← pow_mul]
    ring
  have hm := quartic_moment N
  simp only [gaussianAverage] at hm ⊢
  rw [← hTs, ← integral_sub hE hTi, ← Real.norm_eq_abs]
  refine (norm_integral_le_of_norm_le ((integrable_moment (4 * N)).const_mul _)
    (Eventually.of_forall hb)).trans_eq ?_
  rw [integral_const_mul, hm]
  ring

end

end QuarticPerturbationSeries
```

```lean
#print axioms QuarticPerturbationSeries.perturbation_series_diverges
#print axioms QuarticPerturbationSeries.asymptotic_error
```

```
'QuarticPerturbationSeries.perturbation_series_diverges' depends on axioms: [propext, Classical.choice, Quot.sound]
'QuarticPerturbationSeries.asymptotic_error' depends on axioms: [propext, Classical.choice, Quot.sound]
```

Q: What does it say at the smallest cut-offs?

A: For N = 0 nothing has been summed, and the bound says that the average is at most 1. For N = 1 it says that the average lies within 3g of 1. At g = 0 every term after the first vanishes and the series converges to 1, which is why the divergence theorem requires g ≠ 0.

Q: I would have stated the divergence as a zero radius of convergence.

A: That follows from the theorem: a power series in g with a positive radius of convergence would converge at some real g ≠ 0. A zero radius in turn means divergence at every complex g ≠ 0 as well. The version here stays with real g and speaks directly about the partial sums you compute.

Q: And how much quantum mechanics is in it?

A: It is a one-variable model of perturbation theory for the quartic anharmonic oscillator: a single real number stands in for the whole path in the Euclidean path integral. There is no time evolution and there are no energy levels, so the numerical bound belongs to this integral and not to an oscillator's ground-state energy.
